# For one electron spread over several levels, the independent-mode entropy exceeds the true entropy by more than 1 − ∑p²

One electron occupies one of finitely many levels, at least two in number, and is found in level `i` with probability `p i`; these probabilities are all positive and sum to 1. The declaration `excess_lower_bound` compares the Shannon entropy of this distribution with the independent-mode formula, which adds up the binary entropies of the mean occupations as if the levels were filled independently. It states that the second exceeds the first by more than 1 − ∑p², with natural logarithms and no Hamiltonian involved. The attempt writes the excess as the sum of the hole terms −(1 − p) log(1 − p), writes the 1 on the left as ∑p, and compares the two sums level by level, using the bound p − p² < −(1 − p) log(1 − p).

As first written in Lean, the proof fails:

```lean
import Mathlib

open Filter Topology

namespace OneElectronEntropy

noncomputable section

variable {ι : Type*} [Fintype ι]

/-- Binary entropy of a single level with occupation `p`. -/
def levelEntropy (p : ℝ) : ℝ :=
  -(p * Real.log p) - (1 - p) * Real.log (1 - p)

/-- Shannon entropy of a statistical state `P`, which gives a weight to every configuration,
that is, to every set of occupied levels. -/
def configEntropy (P : Finset ι → ℝ) : ℝ :=
  -∑ A, P A * Real.log (P A)

/-- Mean occupation of level `i`: the total weight of the configurations in which it is filled. -/
def occupation [DecidableEq ι] (P : Finset ι → ℝ) (i : ι) : ℝ :=
  ∑ A, if i ∈ A then P A else 0

/-- The independent-mode formula: the sum of the binary entropies of the mean occupations. -/
def modeEntropy [DecidableEq ι] (P : Finset ι → ℝ) : ℝ :=
  ∑ i, levelEntropy (occupation P i)

/-- The state with exactly one electron, found in level `i` with probability `p i`. -/
def oneElectron (p : ι → ℝ) (A : Finset ι) : ℝ :=
  if A.card = 1 then ∑ i ∈ A, p i else 0

/-- A sum over configurations whose terms vanish unless there is exactly one electron
is a sum over levels. -/
theorem sum_configurations (f : Finset ι → ℝ) (hf : ∀ A, A.card ≠ 1 → f A = 0) :
    ∑ A, f A = ∑ i, f {i} := by
  symm
  refine Fintype.sum_of_injective (fun i => ({i} : Finset ι))
    Finset.singleton_injective _ f ?_ (fun _ => rfl)
  intro A hA
  apply hf
  intro hcard
  obtain ⟨i, hi⟩ := Finset.card_eq_one.mp hcard
  exact hA ⟨i, hi.symm⟩

/-- In the one-electron state the mean occupation of level `i` is `p i`. -/
theorem occupation_oneElectron [DecidableEq ι] (p : ι → ℝ) (i : ι) :
    occupation (oneElectron p) i = p i := by
  have h := sum_configurations (fun A => if i ∈ A then oneElectron p A else 0)
    (fun A hA => by simp [oneElectron, hA])
  unfold occupation
  rw [h]
  simp [oneElectron]

/-- The true entropy of the one-electron state is `-∑ p log p` over the levels. -/
theorem configEntropy_oneElectron (p : ι → ℝ) :
    configEntropy (oneElectron p) = -∑ i, p i * Real.log (p i) := by
  have h := sum_configurations (fun A => oneElectron p A * Real.log (oneElectron p A))
    (fun A hA => by simp [oneElectron, hA])
  unfold configEntropy
  rw [h]
  simp [oneElectron]

/-- The independent-mode formula differs from the true entropy of the one-electron state by
the hole terms `-(1 - p) log (1 - p)`, summed over the levels. -/
theorem excess_eq_hole_terms [DecidableEq ι] (p : ι → ℝ) :
    modeEntropy (oneElectron p) - configEntropy (oneElectron p)
      = ∑ i, -((1 - p i) * Real.log (1 - p i)) := by
  rw [configEntropy_oneElectron]
  simp only [modeEntropy, occupation_oneElectron, levelEntropy,
    Finset.sum_sub_distrib, Finset.sum_neg_distrib]
  ring

/-- The hole term of a partially filled level lies strictly between `p - p ^ 2` and `p`. -/
theorem hole_term_bounds {p : ℝ} (h0 : 0 < p) (h1 : p < 1) :
    p - p ^ 2 < -((1 - p) * Real.log (1 - p)) ∧ -((1 - p) * Real.log (1 - p)) < p := by
  have hx : 0 < 1 - p := by linarith
  have hne : 1 - p ≠ 1 := by linarith
  constructor
  · -- the tangent bound for the logarithm at `1 - p`
    have h := Real.log_lt_sub_one_of_pos hx hne
    have h' := mul_lt_mul_of_pos_left h hx
    nlinarith
  · -- the same bound at the inverse of `1 - p`
    have h := Real.log_lt_sub_one_of_pos (inv_pos.mpr hx) (fun h => hne (inv_eq_one.mp h))
    rw [Real.log_inv] at h
    have h' := mul_lt_mul_of_pos_left h hx
    have hc : (1 - p) * (1 - p)⁻¹ = 1 := mul_inv_cancel₀ hx.ne'
    rw [mul_sub, hc] at h'
    linarith

/-- With at least two levels, all of them reached with positive probability, no single level
is filled with certainty. -/
theorem prob_lt_one [Nontrivial ι] {p : ι → ℝ} (hp : ∀ i, 0 < p i)
    (hsum : ∑ i, p i = 1) (i : ι) : p i < 1 := by
  obtain ⟨j, hj⟩ := exists_ne i
  rw [← hsum]
  exact Finset.single_lt_sum hj (Finset.mem_univ i) (Finset.mem_univ j) (hp j)
    (fun k _ _ => (hp k).le)

/-- With at least two levels, all of them reached with positive probability, the excess of the
independent-mode formula over the true one-electron entropy is larger than `1 - ∑ p ^ 2`. -/
theorem excess_lower_bound [DecidableEq ι] [Nontrivial ι] {p : ι → ℝ}
    (hp : ∀ i, 0 < p i) (hsum : ∑ i, p i = 1) :
    1 - ∑ i, p i ^ 2 < modeEntropy (oneElectron p) - configEntropy (oneElectron p) := by
  rw [excess_eq_hole_terms, ← hsum, ← Finset.sum_sub_distrib]
  exact Finset.sum_lt_sum_of_nonempty Finset.univ_nonempty
    (fun i _ => (hole_term_bounds (hp i) (prob_lt_one hp hsum i)).1)

end

end OneElectronEntropy
```

The compiler's answer:

```
Main.lean:107:16: error: Type mismatch
  (hole_term_bounds (hp i) (prob_lt_one hp hsum i)).left
has type
  p i - p i ^ 2 < -((1 - p i) * Real.log (1 - p i))
but is expected to have type
  p i - p i ^ 2 < -((∑ i, p i - p i) * Real.log (∑ i, p i - p i))
```

Diagnosis. The error says that the level-by-level bound has `1 - p i` where the goal has `∑ i, p i - p i`, which reads as (∑p) − p i.

The culprit is `← hsum`. It was meant for the 1 at the front of `1 - ∑ i, p i ^ 2`, but `rw` replaces every instance of the pattern it finds, and here the pattern is the real number `1`. By then `excess_eq_hole_terms` had brought the hole terms into the goal, so both 1s in each of them were replaced too. The two forms are equal by `hsum`, but not by definition, so `exact` cannot match them.

The repair first proves the inequality between the sums as `h`, with the hole terms written with `1`, so the bound fits. It then splits the left-hand sum with `Finset.sum_sub_distrib` and uses `hsum` forwards, which turns `∑ i, p i` into `1` and leaves the hole terms alone. After `rw [excess_eq_hole_terms]` the goal is exactly `h`.

After these edits no error is left:

```diff
@@ -103,7 +103,10 @@
     (hp : ∀ i, 0 < p i) (hsum : ∑ i, p i = 1) :
     1 - ∑ i, p i ^ 2 < modeEntropy (oneElectron p) - configEntropy (oneElectron p) := by
-  rw [excess_eq_hole_terms, ← hsum, ← Finset.sum_sub_distrib]
-  exact Finset.sum_lt_sum_of_nonempty Finset.univ_nonempty
-    (fun i _ => (hole_term_bounds (hp i) (prob_lt_one hp hsum i)).1)
+  have h : ∑ i, (p i - p i ^ 2) < ∑ i, -((1 - p i) * Real.log (1 - p i)) :=
+    Finset.sum_lt_sum_of_nonempty Finset.univ_nonempty
+      (fun i _ => (hole_term_bounds (hp i) (prob_lt_one hp hsum i)).1)
+  rw [Finset.sum_sub_distrib, hsum] at h
+  rw [excess_eq_hole_terms]
+  exact h
 
 end
```
